# One-dimensional free diffusion reaches its target with certainty, but the mean hitting time is infinite

A molecule is released in a long, narrow channel at distance a from an absorbing end. It diffuses with constant D, without drift, and no wall limits its excursions the other way. Will it reach the end, and how long does that take on average? The time t of first arrival has the probability density

f(t) = a (4πDt³)^(−1/2) exp(−a²/(4Dt)), t > 0.

Its integral is 1, while that of t f(t) diverges. The conditions behind this are t > 0, D > 0, a > 0 and, for general moments, p ≥ 0.

In Lean, f(t) is `density D a t`, with real arguments in any consistent units.

```lean
import Mathlib

open Real MeasureTheory Set Filter Topology

namespace DiffusionFirstPassage

noncomputable section

/-- First-passage density at time `t > 0` for free diffusion with constant `D > 0` to a target
at distance `a > 0`. -/
def density (D a t : ℝ) : ℝ :=
  a / √(4 * π * D * t ^ 3) * Real.exp (-a ^ 2 / (4 * D * t))
```

The formula comes from the method of images. A source at a and a negative image at −a give the concentration

c(x,t) = [exp(−(x−a)²/(4Dt)) − exp(−(x+a)²/(4Dt))] / √(4πDt),

which vanishes at the absorbing point x = 0.

```lean
/-- Gaussian of a diffusing source at `a` minus that of its mirror image at `-a`,
for `D > 0` and `t > 0`. -/
def imageProfile (D a t x : ℝ) : ℝ :=
  (Real.exp (-(x - a) ^ 2 / (4 * D * t)) - Real.exp (-(x + a) ^ 2 / (4 * D * t)))
    / √(4 * π * D * t)
```

The remaining definition is the usual error function, erf(x) = (2/√π) ∫₀ˣ exp(−u²) du.

```lean
/-- The error function, as a normalised Gaussian integral from `0` to `x`. -/
def errorFunction (x : ℝ) : ℝ := 2 / √π * ∫ u in (0 : ℝ)..x, Real.exp (-u ^ 2)
```

## t > 0: the clock has started

Here t is the time since release. By hand, positivity lets one write √(t³) = t√t and differentiate √t. At x = 0 the two Gaussians contribute equal slopes, so

D ∂c/∂x = D · (a/(Dt)) · exp(−a²/(4Dt)) / √(4πDt) = f(t).

This is the current towards the origin, hence the sign opposite to Fick's −D ∂c/∂x. `flux_eq_density` proves the equality: the local fact `h` differentiates one Gaussian, `hr` takes t out of the root, and `field_simp` and `ring` finish the algebra.

```lean
/-- For `D, t > 0` the value of `D ∂c/∂x` at the origin, with `c` the image profile, is
`density D a t`; for `a > 0` this is the flux into the target and the first-passage density. -/
theorem flux_eq_density {D t : ℝ} (a : ℝ) (hD : 0 < D) (ht : 0 < t) :
    HasDerivAt (fun x => D * imageProfile D a t x) (density D a t) 0 := by
  have h (b : ℝ) : HasDerivAt (fun x : ℝ => Real.exp (-(x + b) ^ 2 / (4 * D * t)))
      (Real.exp (-b ^ 2 / (4 * D * t)) * (-(2 * b) / (4 * D * t))) 0 := by
    have h0 := ((((hasDerivAt_id' (0 : ℝ)).add_const b).fun_pow 2).fun_neg.div_const
      (4 * D * t)).exp
    exact h0.congr_deriv (by simp)
  have h1 := h (-a)
  simp only [← sub_eq_add_neg] at h1
  have hr : √(4 * π * D * t ^ 3) = √(4 * π * D * t) * t := by
    rw [show 4 * π * D * t ^ 3 = 4 * π * D * t * t ^ 2 by ring,
      Real.sqrt_mul (by positivity), Real.sqrt_sq ht.le]
  have hs : √(4 * π * D * t) ≠ 0 := by positivity
  refine (((h1.fun_sub (h a)).div_const (√(4 * π * D * t))).const_mul D).congr_deriv ?_
  unfold density
  rw [hr, neg_sq]
  generalize √(4 * π * D * t) = s at hs ⊢
  generalize Real.exp (-a ^ 2 / (4 * D * t)) = E
  field_simp
  ring
```

That this flux is the hitting-time density of a Brownian particle is the physical step left to the reader: the Lean model contains no random paths.

The error function has slope (2/√π) exp(−x²), by the fundamental theorem of calculus.

```lean
/-- The error function has slope `(2/√π) exp(-x²)` at every real `x`. -/
theorem hasDerivAt_errorFunction (x : ℝ) :
    HasDerivAt errorFunction (2 / √π * Real.exp (-x ^ 2)) x := by
  have hc : Continuous fun u : ℝ => Real.exp (-u ^ 2) := by fun_prop
  exact (hc.integral_hasStrictDerivAt 0 x).hasDerivAt.const_mul (2 / √π)
```

Now put z(t) = a/√(4Dt). Then dz/dt = −z/(2t), and the chain rule gives

d/dt erf(z) = −(2/√π) exp(−z²) · a/(2t√(4Dt)) = −f(t).

In `hasDerivAt_survival`, `comp` is this chain rule and `hr` matches the square roots.

```lean
/-- For `D, t > 0` and any real `a`, the time derivative of `erf (a / √(4Dt))` is `-density D a t`.
-/
theorem hasDerivAt_survival {D t : ℝ} (a : ℝ) (hD : 0 < D) (ht : 0 < t) :
    HasDerivAt (fun s => errorFunction (a / √(4 * D * s))) (-density D a t) t := by
  have hp : 0 < 4 * D * t := by positivity
  have hs : √(4 * D * t) ≠ 0 := by positivity
  have hpi : √π ≠ 0 := by positivity
  have hlin : HasDerivAt (fun s => 4 * D * s) (4 * D) t := by
    simpa using (hasDerivAt_id' t).const_mul (4 * D)
  have hq := (hasDerivAt_const t a).fun_div (hlin.sqrt hp.ne') hs
  have h := (hasDerivAt_errorFunction (a / √(4 * D * t))).comp t hq
  refine HasDerivAt.congr_deriv h ?_
  have hr : √(4 * π * D * t ^ 3) = √π * √(4 * D * t) * t := by
    rw [show 4 * π * D * t ^ 3 = π * (4 * D * t) * t ^ 2 by ring,
      Real.sqrt_mul (by positivity), Real.sqrt_sq ht.le, Real.sqrt_mul pi_pos.le]
  unfold density
  rw [hr, div_pow, Real.sq_sqrt hp.le, ← neg_div]
  generalize √(4 * D * t) = s at hs ⊢
  generalize Real.exp (-a ^ 2 / (4 * D * t)) = E
  field_simp
  ring
```

At t = 0 the ratio z has no value, only the limit +∞ from the right. Lean sets a/0 = 0, so the survival formula below would read 0 there instead of 1; it is therefore stated for t > 0.

## D > 0: the particle moves

The constant D sets the diffusion length √(4Dt). Besides entering the square roots above, its positivity makes this length grow without bound, so that z(t) → 0 as t → ∞. `tendsto_ratio` proves this limit by dividing a constant by a quantity that tends to infinity.

```lean
/-- For `D > 0` the ratio of the distance `a` to the diffusion length `√(4Dt)` vanishes at
late times. -/
theorem tendsto_ratio {D : ℝ} (a : ℝ) (hD : 0 < D) :
    Tendsto (fun t => a / √(4 * D * t)) atTop (𝓝 0) := by
  have h : Tendsto (fun t => 4 * D * t) atTop atTop :=
    Tendsto.const_mul_atTop (by positivity) tendsto_id
  exact tendsto_const_nhds.div_atTop (Real.tendsto_sqrt_atTop.comp h)
```

With D = 0 the particle would stay at a and never arrive, so certain arrival requires D ≠ 0. A negative D does not describe diffusion.

## a > 0: the target lies at a distance

The survival probability S(t) is the chance that the target has not yet been hit. Because arrival is certain, as shown below, it equals the chance of a hit later than t, which is the integral of f from t to infinity. Since erf(0) = 0, this gives

S(t) = ∫ₜ^∞ f(s) ds = erf(a/√(4Dt)).

In `survival_eq`, a > 0 makes f non-negative, which lets the integration theorem supply convergence together with the value.

```lean
/-- For `a, D, t > 0` the probability that the target is hit later than `t` is
`erf (a / √(4Dt))`. -/
theorem survival_eq {D a t : ℝ} (ha : 0 < a) (hD : 0 < D) (ht : 0 < t) :
    ∫ s in Ioi t, density D a s = errorFunction (a / √(4 * D * t)) := by
  have h0 : errorFunction 0 = 0 := by simp [errorFunction]
  have hl : Tendsto (fun s => -errorFunction (a / √(4 * D * s))) atTop (𝓝 0) := by
    have h := ((hasDerivAt_errorFunction 0).continuousAt.tendsto.comp (tendsto_ratio a hD)).neg
    simpa [h0, Function.comp_def] using h
  have h := integral_Ioi_of_hasDerivAt_of_nonneg' (a := t) (g' := density D a)
    (fun s hs => (hasDerivAt_survival a hD (ht.trans_le hs)).fun_neg.congr_deriv (neg_neg _))
    (fun s _ => by unfold density; positivity) hl
  simpa using h
```

For late times, erf(z)/z → 2/√π as z → 0, while √t · z = a/(2√D). Hence

√t S(t) → a/√(πD), that is, S(t) ≈ a/√(πDt).

`survival_tail` uses the slope of erf at zero in the same way. Positive a makes z nonzero, so that the quotient erf(z)/z is defined.

```lean
/-- For `a, D > 0` the survival probability decays at late times as `a / √(πDt)`. -/
theorem survival_tail {D a : ℝ} (ha : 0 < a) (hD : 0 < D) :
    Tendsto (fun t => √t * ∫ s in Ioi t, density D a s) atTop (𝓝 (a / √(π * D))) := by
  have h0 : errorFunction 0 = 0 := by simp [errorFunction]
  have hD' : √D ≠ 0 := by positivity
  have hpi : √π ≠ 0 := by positivity
  have hx : Tendsto (fun t => a / √(4 * D * t)) atTop (𝓝[≠] 0) := by
    refine tendsto_nhdsWithin_iff.2 ⟨tendsto_ratio a hD, ?_⟩
    filter_upwards [eventually_gt_atTop 0] with t ht
    have : 0 < a / √(4 * D * t) := by positivity
    exact this.ne'
  -- the slope of the error function at zero fixes the amplitude
  have hs := (hasDerivAt_iff_tendsto_slope_zero.1 (hasDerivAt_errorFunction 0)).comp hx
  have hl : a / (2 * √D) * (2 / √π * Real.exp (-(0 : ℝ) ^ 2)) = a / √(π * D) := by
    rw [Real.sqrt_mul pi_pos.le, show Real.exp (-(0 : ℝ) ^ 2) = 1 by simp]
    field_simp
  rw [← hl]
  refine (hs.const_mul (a / (2 * √D))).congr' ?_
  filter_upwards [eventually_gt_atTop 0] with t ht
  have ht' : √t ≠ 0 := by positivity
  have h4 : √(4 * D * t) = 2 * √D * √t := by
    rw [Real.sqrt_mul (by positivity), Real.sqrt_mul (by norm_num),
      show (4 : ℝ) = 2 ^ 2 by norm_num, Real.sqrt_sq (by norm_num)]
  rw [survival_eq ha hD ht]
  simp only [Function.comp_apply, zero_add, h0, sub_zero, smul_eq_mul, h4]
  generalize errorFunction (a / (2 * √D * √t)) = e
  field_simp
```

For early times, a > 0 sends z to +∞ as t → 0⁺. The Gaussian integral gives erf(z) → (2/√π)(√π/2) = 1, so

∫₀^∞ f(t) dt = 1 − 0 = 1.

`density_normalised` builds an antiderivative `F`, equal to −erf(z(t)) for t > 0 and to −1 at t = 0. The facts `hcont`, `hder` and `hlim` give its continuity at zero, its derivative f and its limit 0 at infinity.

```lean
/-- For `a, D > 0` the first-passage density is integrable over all positive times, with total
probability one. -/
theorem density_normalised {D a : ℝ} (ha : 0 < a) (hD : 0 < D) :
    IntegrableOn (density D a) (Ioi 0) ∧ ∫ t in Ioi 0, density D a t = 1 := by
  have h0 : errorFunction 0 = 0 := by simp [errorFunction]
  have hpi : √π ≠ 0 := by positivity
  -- the error function tends to one
  have herf : Tendsto errorFunction atTop (𝓝 1) := by
    have hi : Integrable fun u : ℝ => Real.exp (-u ^ 2) := by
      simpa using integrable_exp_neg_mul_sq (zero_lt_one' ℝ)
    have hv : ∫ u in Ioi (0 : ℝ), Real.exp (-u ^ 2) = √π / 2 := by
      simpa using integral_gaussian_Ioi 1
    have h := (intervalIntegral_tendsto_integral_Ioi 0 hi.integrableOn tendsto_id).const_mul
      (2 / √π)
    rw [hv, show 2 / √π * (√π / 2) = 1 by field_simp] at h
    exact h
  -- at early times the target is far away on the diffusion scale
  have hx : Tendsto (fun t => a / √(4 * D * t)) (𝓝[>] 0) atTop := by
    have hc : Continuous fun t : ℝ => √(4 * D * t) := by fun_prop
    have h1 : Tendsto (fun t => √(4 * D * t)) (𝓝[>] 0) (𝓝[>] 0) := by
      refine tendsto_nhdsWithin_iff.2 ⟨?_, ?_⟩
      · simpa using (hc.tendsto 0).mono_left nhdsWithin_le_nhds
      · filter_upwards [self_mem_nhdsWithin] with t ht
        have ht' : 0 < t := ht
        exact Real.sqrt_pos.2 (by positivity)
    simpa [div_eq_mul_inv, Function.comp_def] using
      Tendsto.const_mul_atTop ha (tendsto_inv_nhdsGT_zero.comp h1)
  let F : ℝ → ℝ := fun t => if 0 < t then -errorFunction (a / √(4 * D * t)) else -1
  have hF0 : F 0 = -1 := by simp [F]
  have hF (t : ℝ) (ht : 0 < t) : F t = -errorFunction (a / √(4 * D * t)) := if_pos ht
  have hcont : ContinuousWithinAt F (Ici 0) 0 := by
    rw [← continuousWithinAt_Ioi_iff_Ici]
    change Tendsto F (𝓝[>] 0) (𝓝 (F 0))
    rw [hF0]
    refine (herf.comp hx).neg.congr' ?_
    filter_upwards [self_mem_nhdsWithin] with t ht
    exact (hF t ht).symm
  have hder : ∀ t ∈ Ioi (0 : ℝ), HasDerivAt F (density D a t) t := by
    intro t ht
    refine ((hasDerivAt_survival a hD ht).fun_neg.congr_deriv
      (neg_neg _)).congr_of_eventuallyEq ?_
    filter_upwards [Ioi_mem_nhds ht] with s hs
    exact hF s hs
  have hpos : ∀ t ∈ Ioi (0 : ℝ), 0 ≤ density D a t := by
    intro t _
    unfold density
    positivity
  have hlim : Tendsto F atTop (𝓝 0) := by
    have h := ((hasDerivAt_errorFunction 0).continuousAt.tendsto.comp (tendsto_ratio a hD)).neg
    rw [h0, neg_zero] at h
    refine h.congr' ?_
    filter_upwards [eventually_gt_atTop 0] with t ht
    exact (hF t ht).symm
  refine ⟨integrableOn_Ioi_deriv_of_nonneg hcont hder hpos hlim, ?_⟩
  rw [integral_Ioi_of_hasDerivAt_of_nonneg hcont hder hpos hlim, hF0]
  norm_num
```

If a = 0, the particle starts on the target and the formula gives f = 0, with total 0; if a < 0, f is negative and its total is −1. Normalisation thus needs a > 0.

## p ≥ 0: the moment weights late arrivals

The moment of order p is the integral of t^p f(t); p = 0 gives the total probability and p = 1 the mean. For t > 0,

t^p f(t) = a/√(4πD) · t^(p−3/2) · exp(−a²/(4Dt)).

When t > 1 the exponential lies between exp(−a²/(4D)) and 1. The late part therefore converges exactly when ∫₁^∞ t^(p−3/2) dt does, which means p − 3/2 < −1, or p < 1/2. On (0,1], p ≥ 0 gives t^p ≤ 1, so t^p f ≤ f, which is integrable.

`moment_finite_iff` states this with `IntegrableOn` over `Ioi 0`, the positive times. Its `hform` is the displayed factorisation. The first direction uses the lower bound on the exponential; the second splits the times at 1 and uses the two upper bounds.

```lean
/-- For `a, D > 0` and `p ≥ 0` the moment of order `p` of the hitting time is finite exactly
when `p < 1/2`. -/
theorem moment_finite_iff {D a p : ℝ} (ha : 0 < a) (hD : 0 < D) (hp : 0 ≤ p) :
    IntegrableOn (fun t => t ^ p * density D a t) (Ioi 0) ↔ p < 1 / 2 := by
  have hform (t : ℝ) (ht : 0 < t) : t ^ p * density D a t =
      a / √(4 * π * D) * t ^ (p - 3 / 2) * Real.exp (-a ^ 2 / (4 * D * t)) := by
    have h3 : √(t ^ 3) = t ^ (3 / 2 : ℝ) := by
      rw [Real.sqrt_eq_rpow, ← Real.rpow_natCast, ← Real.rpow_mul ht.le]
      norm_num
    unfold density
    rw [Real.sqrt_mul (by positivity), h3, Real.rpow_sub ht]
    ring
  have hm : Measurable fun t => t ^ p * density D a t := by
    unfold density
    fun_prop
  constructor
  · intro h
    -- at late times the integrand dominates a multiple of a pure power
    have h1 := h.mono_set (Ioi_subset_Ioi (zero_le_one' ℝ))
    have hC : 0 < a / √(4 * π * D) * Real.exp (-a ^ 2 / (4 * D)) := by positivity
    have h2 : IntegrableOn (fun t : ℝ => t ^ (p - 3 / 2)) (Ioi 1) := by
      have hm' : Measurable fun t : ℝ => t ^ (p - 3 / 2) := by fun_prop
      refine Integrable.mono' (Integrable.const_mul h1
        (a / √(4 * π * D) * Real.exp (-a ^ 2 / (4 * D)))⁻¹) hm'.aestronglyMeasurable
        (ae_restrict_of_forall_mem measurableSet_Ioi fun t ht => ?_)
      have ht1 : 1 < t := ht
      have ht0 : 0 < t := by linarith
      have hE : Real.exp (-a ^ 2 / (4 * D)) ≤ Real.exp (-a ^ 2 / (4 * D * t)) := by
        rw [Real.exp_le_exp, neg_div, neg_div, neg_le_neg_iff]
        exact div_le_div_of_nonneg_left (by positivity) (by positivity)
          (le_mul_of_one_le_right (by positivity) ht1.le)
      rw [Real.norm_of_nonneg (by positivity), hform t ht0, ← div_eq_inv_mul, le_div_iff₀ hC]
      calc t ^ (p - 3 / 2) * (a / √(4 * π * D) * Real.exp (-a ^ 2 / (4 * D)))
          = a / √(4 * π * D) * t ^ (p - 3 / 2) * Real.exp (-a ^ 2 / (4 * D)) := by ring
        _ ≤ _ := mul_le_mul_of_nonneg_left hE (by positivity)
    have h3 := (integrableOn_Ioi_rpow_iff one_pos).1 h2
    linarith
  · intro h
    rw [← Ioc_union_Ioi_eq_Ioi (zero_le_one' ℝ)]
    refine IntegrableOn.union ?_ ?_
    · -- up to time one the density itself is a bound
      refine Integrable.mono' ((density_normalised ha hD).1.mono_set Ioc_subset_Ioi_self)
        hm.aestronglyMeasurable (ae_restrict_of_forall_mem measurableSet_Ioc fun t ht => ?_)
      have ht0 : 0 < t := ht.1
      have hd : 0 ≤ density D a t := by unfold density; positivity
      rw [Real.norm_of_nonneg (by positivity)]
      exact mul_le_of_le_one_left hd (Real.rpow_le_one ht0.le ht.2 hp)
    · have h2 : IntegrableOn (fun t : ℝ => t ^ (p - 3 / 2)) (Ioi 1) :=
        (integrableOn_Ioi_rpow_iff one_pos).2 (by linarith)
      refine Integrable.mono' (Integrable.const_mul h2 (a / √(4 * π * D)))
        hm.aestronglyMeasurable (ae_restrict_of_forall_mem measurableSet_Ioi fun t ht => ?_)
      have ht0 : 0 < t := zero_lt_one.trans ht
      rw [hform t ht0, Real.norm_of_nonneg (by positivity)]
      refine mul_le_of_le_one_right (by positivity) (Real.exp_le_one_iff.2 ?_)
      rw [neg_div]
      exact neg_nonpos.2 (by positivity)
```

For p < 0 the moment is finite too, because the exponential suppresses every inverse power of t near zero; assuming p ≥ 0 spares that separate estimate. At the limiting value p = 1/2 the integrand falls off as 1/t, and the divergence is logarithmic.

The mean is the case p = 1, where the late integrand behaves as t^(−1/2) and its integral up to T grows as √T. The final theorem joins this to the normalisation; its particle moves in one dimension, as throughout this text. As t f(t) is non-negative and measurable, failure of integrability means an infinite mean.

```lean
/-- For `a, D > 0` a freely diffusing particle hits the target with probability one, yet its
mean hitting time is infinite: `t f(t)` is not integrable. -/
theorem certain_hit_infinite_mean {D a : ℝ} (ha : 0 < a) (hD : 0 < D) :
    ∫ t in Ioi 0, density D a t = 1 ∧
      ¬ IntegrableOn (fun t => t * density D a t) (Ioi 0) := by
  refine ⟨(density_normalised ha hD).2, fun h => ?_⟩
  have h1 := (moment_finite_iff ha hD zero_le_one).1 (by simpa using h)
  norm_num at h1

end

end DiffusionFirstPassage
```

```lean
#print axioms DiffusionFirstPassage.flux_eq_density
#print axioms DiffusionFirstPassage.survival_tail
#print axioms DiffusionFirstPassage.certain_hit_infinite_mean
```

```
'DiffusionFirstPassage.flux_eq_density' depends on axioms: [propext, Classical.choice, Quot.sound]
'DiffusionFirstPassage.survival_tail' depends on axioms: [propext, Classical.choice, Quot.sound]
'DiffusionFirstPassage.certain_hit_infinite_mean' depends on axioms: [propext, Classical.choice, Quot.sound]
```

## Ten micrometres from the target

Take a = 10 µm and D = 100 µm²/s, so that a²/D = 1 s. After 25 s, √(4Dt) = 100 µm and z = 0.1. Then

S = erf(0.1) ≈ (2/√π)(0.1 − 0.1³/3) ≈ 0.1125,

close to the late-time estimate 10/√(2500π) ≈ 0.1128. About 11% of the particles are still on their way after 25 times the diffusion time a²/D.

In simulations of drift-free diffusion on a half-line, an average over sampled hitting times consequently does not settle as runs are added, and a mean obtained with a time cutoff depends on that cutoff.
